# A ghost function lowers a monomer's energy exactly when its own energy is lower or its coupling differs from overlap times monomer energy

A monomer function of energy `e` is joined by a ghost function of energy `f`; both are normalised, their coupling `h` and overlap `s` are real, and `|s| < 1`. The theorem `lowers_iff_any_ghost_energy` says that some nonzero real combination of the two has energy below `e` if and only if `f < e` or `h ≠ s * e`. Combinations need not be normalised, since the energy is the expectation value divided by the squared norm. The proof turns "energy below `e`" into the negativity of a quadratic form in the coefficients. To find a lowering state it sets the ghost coefficient to one and, when `h ≠ s * e`, picks a monomer coefficient that makes the form equal to -1.

As first written in Lean, the proof fails:

```lean
import Mathlib

open Matrix

namespace GhostFunctionLowering

noncomputable section

/-- The energy of the trial state with coefficients `c` in a basis with Hamiltonian matrix `H`
and overlap matrix `S`. -/
def energy {n : Type*} [Fintype n] (H S : Matrix n n ℝ) (c : n → ℝ) : ℝ :=
  (c ⬝ᵥ H *ᵥ c) / (c ⬝ᵥ S *ᵥ c)

/-- Hamiltonian of a monomer function of energy `e` and a ghost function of energy `f`,
coupled by `h`. -/
def ham (e f h : ℝ) : Matrix (Fin 2) (Fin 2) ℝ := !![e, h; h, f]

/-- Overlap matrix of two normalised functions with overlap `s`. -/
def overlap (s : ℝ) : Matrix (Fin 2) (Fin 2) ℝ := !![1, s; s, 1]

/-- Two normalised functions with overlap below one in magnitude give every nonzero
combination a positive squared norm. -/
theorem overlap_pos {s : ℝ} (hs : |s| < 1) {c : Fin 2 → ℝ} (hc : c ≠ 0) :
    0 < c ⬝ᵥ overlap s *ᵥ c := by
  have hq : c ⬝ᵥ overlap s *ᵥ c = (c 0 + s * c 1) ^ 2 + (1 - s ^ 2) * c 1 ^ 2 := by
    simp [overlap, Matrix.mulVec, dotProduct, Fin.sum_univ_two]
    ring
  have hs2 : 0 < 1 - s ^ 2 := by
    have h := abs_lt.1 hs
    nlinarith [h.1, h.2]
  rw [hq]
  by_cases h1 : c 1 = 0
  · have h0 : c 0 ≠ 0 := by
      intro h0
      apply hc
      ext i
      fin_cases i
      · exact h0
      · exact h1
    rw [h1]
    have : 0 < c 0 ^ 2 := by positivity
    nlinarith
  · have : 0 < (1 - s ^ 2) * c 1 ^ 2 := by positivity
    nlinarith [sq_nonneg (c 0 + s * c 1)]

/-- A trial state lies below the monomer energy `e` exactly when a quadratic form in its
coefficients, built from `h - s * e` and `f - e`, is negative. -/
theorem energy_lt_iff {e f h s : ℝ} (hs : |s| < 1) {c : Fin 2 → ℝ} (hc : c ≠ 0) :
    energy (ham e f h) (overlap s) c < e ↔
      2 * c 0 * c 1 * (h - s * e) + c 1 ^ 2 * (f - e) < 0 := by
  have hH : c ⬝ᵥ ham e f h *ᵥ c = e * c 0 ^ 2 + 2 * h * c 0 * c 1 + f * c 1 ^ 2 := by
    simp [ham, Matrix.mulVec, dotProduct, Fin.sum_univ_two]
    ring
  have hS : c ⬝ᵥ overlap s *ᵥ c = c 0 ^ 2 + 2 * s * c 0 * c 1 + c 1 ^ 2 := by
    simp [overlap, Matrix.mulVec, dotProduct, Fin.sum_univ_two]
    ring
  rw [energy, div_lt_iff₀ (overlap_pos hs hc), hH, hS]
  constructor <;> intro hlt <;> nlinarith

/-- For any ghost energy `f`, some trial state lies below `e` exactly when `f` is below `e` or
the coupling `h` differs from `s * e`. -/
theorem lowers_iff_any_ghost_energy {e f h s : ℝ} (hs : |s| < 1) :
    (∃ c : Fin 2 → ℝ, c ≠ 0 ∧ energy (ham e f h) (overlap s) c < e) ↔
      f < e ∨ h ≠ s * e := by
  constructor
  · rintro ⟨c, hc, hlt⟩
    rw [energy_lt_iff hs hc] at hlt
    by_contra hcon
    rw [not_or, not_lt, not_not] at hcon
    obtain ⟨hf, hh⟩ := hcon
    rw [hh, sub_self, mul_zero, zero_add] at hlt
    have := mul_nonneg (sq_nonneg (c 1)) (sub_nonneg.2 hf)
    linarith
  · intro hor
    -- the ghost coefficient is one; only the monomer coefficient `x` has to be chosen
    have key : ∃ x : ℝ, 2 * x * (h - s * e) + (f - e) < 0 := by
      rcases hor with hf | hh
      · exact ⟨0, by linarith⟩
      · have hd : h - s * e ≠ 0 := sub_ne_zero.2 hh
        refine ⟨-(f - e + 1) / (2 * (h - s * e)), ?_⟩
        have hx : 2 * (-(f - e + 1) / (2 * (h - s * e))) * (h - s * e) = -(f - e + 1) := by
          field_simp
        linarith
    obtain ⟨x, hx⟩ := key
    have hc : (![x, 1] : Fin 2 → ℝ) ≠ 0 := by
      intro h0
      have := congrFun h0 1
      simp at this
    refine ⟨![x, 1], hc, (energy_lt_iff hs hc).2 ?_⟩
    simpa using hx

end

end GhostFunctionLowering
```

Compiling this gives:

```
Main.lean:81:89: error: unsolved goals
e f h s : ℝ
hs : |s| < 1
hh : h ≠ s * e
hd : h - s * e ≠ 0
⊢ -((f - e + 1) * (h - e * s) / (h - e * s)) = -(f - e + 1)
```

Diagnosis. The error is in `hx`, the identity that cancels `2 * (h - s * e)` from the chosen coefficient. "Unsolved goals" means that `field_simp` ran but left something to prove: it removed the factor 2 but not the quotient `(h - e * s) / (h - e * s)`.

To cancel that quotient, `field_simp` must know that the denominator is nonzero. The hypothesis `hd` says so, but for `h - s * e`, while `field_simp` had reordered the product and was working with `h - e * s`. The two are equal but not written alike, and `hd` was not recognised as the fact needed.

The repair first proves the cancellation as `cancel`, for any real `k` and any nonzero real `d`. There the denominator contains only the variable `d`, with no product inside it to reorder, so the hypothesis `d ≠ 0` fits and `field_simp` closes the goal. Then `hx` is `cancel` applied with `h - s * e` for `d` and `f - e + 1` for `k`, where the original `hd` fits as it stands.

The mended proof, as a diff:

```diff
@@ -79,6 +79,8 @@
       · have hd : h - s * e ≠ 0 := sub_ne_zero.2 hh
         refine ⟨-(f - e + 1) / (2 * (h - s * e)), ?_⟩
-        have hx : 2 * (-(f - e + 1) / (2 * (h - s * e))) * (h - s * e) = -(f - e + 1) := by
+        have cancel : ∀ d k : ℝ, d ≠ 0 → 2 * (-k / (2 * d)) * d = -k := fun d k hd => by
           field_simp
+        have hx : 2 * (-(f - e + 1) / (2 * (h - s * e))) * (h - s * e) = -(f - e + 1) :=
+          cancel _ _ hd
         linarith
     obtain ⟨x, hx⟩ := key
```
